# If the energy has a lower bound, no isometry lowers it by a fixed positive amount

An atom has a lowest energy. Suppose that time were an observable $T$ conjugate to its Hamiltonian $H$. If $T$ then generated translations in energy, just as momentum generates translations in position, repeated downward translations would pass the ground state. This is Pauli's objection to a time operator.

## Descending below the bound

Let $H$ be a linear operator on a nonzero complex inner-product space $E$, with $\hbar=1$. Write $\mathcal E(\psi)=\mathrm{Re}\langle\psi,H\psi\rangle$ and assume $\mathcal E(\psi)\ge c\|\psi\|^2$. The constant $c$ stands for the ground-state energy or any lower value. Suppose an isometry $U$ satisfies $HU=U(H-s)$ with $s>0$. Since $U$ preserves inner products,

$$\mathcal E(U\psi)=\mathrm{Re}\langle U\psi,U(H-s)\psi\rangle=\mathcal E(\psi)-s\|\psi\|^2 .$$

The norm is unchanged, so induction gives $\mathcal E(U^n\psi)=\mathcal E(\psi)-ns\|\psi\|^2$. For $\psi\ne0$, choose $n>(\mathcal E(\psi)-c\|\psi\|^2)/(s\|\psi\|^2)$. Then $\mathcal E(U^n\psi)<c\|U^n\psi\|^2$, a contradiction.

If $U$ is unitary, inserting $U^{-1}\psi$ into the relation gives $HU^{-1}=U^{-1}(H+s)$. A negative $s$ is then excluded as well, and $s=0$.

For the infinitesimal version, let $T$ be symmetric with $HT-TH=-i$, and let $\varphi'(t)=iT\varphi(t)$ for all real $t$. Assume also that $H\varphi$ is differentiable with derivative $H\varphi'$. Then

$$\frac{d}{dt}\|\varphi\|^2=-i\langle T\varphi,\varphi\rangle+i\langle\varphi,T\varphi\rangle=0,$$

$$\frac{d}{dt}\langle\varphi,H\varphi\rangle=i\langle\varphi,(HT-TH)\varphi\rangle=\|\varphi\|^2 .$$

Hence $\mathcal E(\varphi(t))=\mathcal E(\varphi(0))+t\|\varphi(0)\|^2$. Unless $\varphi(0)=0$, a sufficiently negative $t$ violates the bound.

## Operators on an invariant domain

```lean
import Mathlib

open Complex ComplexConjugate

namespace PauliTimeObjection

noncomputable section

variable {E : Type*} [NormedAddCommGroup E] [InnerProductSpace ℂ E]
```

The space `E` need not be complete. For an unbounded Hamiltonian it represents a domain that every operator in the argument maps into itself.

```lean
/-- The energy form of `H` in the state `ψ`: the real part of `⟨ψ, H ψ⟩`. -/
def energy (H : E →ₗ[ℂ] E) (ψ : E) : ℝ := (inner ℂ ψ (H ψ)).re
```

For a unit vector and symmetric $H$ this is the expectation value; for other nonzero vectors, divide by $\|\psi\|^2$. Symmetry of $H$ is never assumed.

```lean
/-- The operator `H` is bounded below by `c` as a quadratic form. -/
def BoundedBelow (H : E →ₗ[ℂ] E) (c : ℝ) : Prop :=
  ∀ ψ, c * ‖ψ‖ ^ 2 ≤ energy H ψ

/-- The shift relation `H U = U (H - s)` for an isometry `U`. -/
def ShiftsEnergy (H : E →ₗ[ℂ] E) (U : E →ₗᵢ[ℂ] E) (s : ℝ) : Prop :=
  ∀ ψ, H (U ψ) = U (H ψ - (s : ℂ) • ψ)
```

The type `E →ₗᵢ[ℂ] E` denotes linear isometries, which need not be surjective. Positive `s` means lowering.

```lean
/-- A curve of states generated by `T`, `φ' = i T φ`, along which `H φ` is
differentiable with derivative `H φ'`. -/
def IsClockFlow (H T : E →ₗ[ℂ] E) (φ : ℝ → E) : Prop :=
  ∀ t, HasDerivAt φ (I • T (φ t)) t ∧
    HasDerivAt (fun r => H (φ r)) (H (I • T (φ t))) t
```

The flow must exist for all real parameters and stay in `E`. The second condition, differentiability of $H\varphi$, is assumed because an unbounded $H$ need not commute with limits.

## Repeated shifts

```lean
/-- The inner product of a state with itself is its squared norm. -/
theorem inner_self_norm (ψ : E) : inner ℂ ψ ψ = ((‖ψ‖ ^ 2 : ℝ) : ℂ) :=
  (inner_self_eq_norm_sq_to_K ψ).trans (Complex.ofReal_pow _ 2).symm

/-- One application of the shift lowers the energy form by `s ‖ψ‖²`. -/
theorem energy_shift {H : E →ₗ[ℂ] E} {U : E →ₗᵢ[ℂ] E} {s : ℝ}
    (h : ShiftsEnergy H U s) (ψ : E) :
    energy H (U ψ) = energy H ψ - s * ‖ψ‖ ^ 2 := by
  unfold energy
  rw [h ψ, U.inner_map_map, inner_sub_right, inner_smul_right, inner_self_norm,
    Complex.sub_re, ← Complex.ofReal_mul, Complex.ofReal_re]
```

The rewrite `U.inner_map_map` removes the isometry from both slots, as in the first displayed equation.

```lean
/-- Applying the shift `n` times keeps the norm and lowers the energy form by
`n s ‖ψ‖²`. -/
theorem energy_iterate {H : E →ₗ[ℂ] E} {U : E →ₗᵢ[ℂ] E} {s : ℝ}
    (h : ShiftsEnergy H U s) (ψ : E) (n : ℕ) :
    ‖U^[n] ψ‖ = ‖ψ‖ ∧ energy H (U^[n] ψ) = energy H ψ - n * s * ‖ψ‖ ^ 2 := by
  induction n with
  | zero => simp
  | succ n ih =>
    rw [Function.iterate_succ_apply']
    refine ⟨(U.norm_map _).trans ih.1, ?_⟩
    rw [energy_shift h, ih.1, ih.2]
    push_cast
    ring
```

Here `U^[n]` is $n$-fold application; the induction carries the norm along with the energy.

```lean
/-- On a nonzero space, if `H` is bounded below and `s > 0`, no isometry `U` satisfies `H U = U (H -
s)`. -/
theorem no_energy_lowering [Nontrivial E] {H : E →ₗ[ℂ] E} {c s : ℝ}
    (hH : BoundedBelow H c) (hs : 0 < s) (U : E →ₗᵢ[ℂ] E) :
    ¬ ShiftsEnergy H U s := by
  intro h
  obtain ⟨ψ, hψ⟩ := exists_ne (0 : E)
  have hN : 0 < s * ‖ψ‖ ^ 2 := mul_pos hs (pow_pos (norm_pos_iff.2 hψ) 2)
  -- enough shifts push the energy below the bound
  obtain ⟨n, hn⟩ := exists_nat_gt ((energy H ψ - c * ‖ψ‖ ^ 2) / (s * ‖ψ‖ ^ 2))
  rw [div_lt_iff₀ hN] at hn
  have hb := hH (U^[n] ψ)
  rw [(energy_iterate h ψ n).1, (energy_iterate h ψ n).2] at hb
  linarith
```

The proof turns on `exists_nat_gt`, Mathlib's form of the Archimedean property: every real number lies below some natural number. Applied to the quotient found above, it supplies the number of shifts. Because `hN` makes the denominator positive, `div_lt_iff₀` turns the inequality into one between energies, and `linarith` finds the contradiction with the bound.

```lean
/-- On a nonzero space, if `H` is bounded below and a unitary `U` satisfies `H U = U (H - s)`, then
`s = 0`. -/
theorem unitary_shift_eq_zero [Nontrivial E] {H : E →ₗ[ℂ] E} {c s : ℝ}
    (hH : BoundedBelow H c) (U : E ≃ₗᵢ[ℂ] E)
    (h : ShiftsEnergy H U.toLinearIsometry s) : s = 0 := by
  -- the inverse of `U` shifts the energy the other way
  have hinv : ShiftsEnergy H U.symm.toLinearIsometry (-s) := by
    intro ψ
    apply U.injective
    have h1 := h (U.symm ψ)
    change H (U (U.symm ψ)) = U (H (U.symm ψ) - (s : ℂ) • U.symm ψ) at h1
    change U (H (U.symm ψ)) = U (U.symm (H ψ - ((-s : ℝ) : ℂ) • ψ))
    rw [map_sub, map_smul, U.apply_symm_apply] at h1
    rw [U.apply_symm_apply, h1]
    push_cast
    module
  rcases lt_trichotomy s 0 with hs | hs | hs
  · exact absurd hinv (no_energy_lowering hH (neg_pos.2 hs) _)
  · exact hs
  · exact absurd h (no_energy_lowering hH hs _)
```

The type `E ≃ₗᵢ[ℂ] E` adds surjectivity. The proof establishes the relation for the inverse, then treats the three possible signs of `s`.

## The flow of a time operator

```lean
/-- If `T` is symmetric and `H T - T H = -i`, a curve satisfying `IsClockFlow H T` conserves the
norm, and the energy form grows linearly in the flow parameter. -/
theorem clockFlow_energy {H T : E →ₗ[ℂ] E} (hT : T.IsSymmetric)
    (hHT : ∀ ψ, H (T ψ) - T (H ψ) = (-I) • ψ) {φ : ℝ → E}
    (hφ : IsClockFlow H T φ) (t : ℝ) :
    ‖φ t‖ ^ 2 = ‖φ 0‖ ^ 2 ∧ energy H (φ t) = energy H (φ 0) + t * ‖φ 0‖ ^ 2 := by
  have hnorm : ∀ r, inner ℂ (φ r) (φ r) = inner ℂ (φ 0) (φ 0) := by
    have hd : ∀ r, HasDerivAt (fun r => inner ℂ (φ r) (φ r)) 0 r := fun r => by
      refine ((hφ r).1.inner ℂ (hφ r).1).congr_deriv ?_
      rw [inner_smul_right, inner_smul_left, hT (φ r) (φ r), Complex.conj_I]
      ring
    exact fun r => is_const_of_deriv_eq_zero
      (fun x => (hd x).differentiableAt) (fun x => (hd x).deriv) r 0
  have hlin : ∀ (n : ℂ) (r : ℝ), HasDerivAt (fun x : ℝ => (x : ℂ) * n) n r :=
    fun n r => by simpa using ((hasDerivAt_id r).ofReal_comp).mul_const n
  -- the commutator fixes the rate of change of the energy
  have hE : ∀ r, HasDerivAt
      (fun x : ℝ => inner ℂ (φ x) (H (φ x)) - (x : ℂ) * inner ℂ (φ 0) (φ 0)) 0 r := by
    intro r
    refine (((hφ r).1.inner ℂ (hφ r).2).fun_sub (hlin _ r)).congr_deriv ?_
    have hc := congrArg (fun v => inner ℂ (φ r) v) (hHT (φ r))
    simp only [inner_sub_right, inner_smul_right] at hc
    rw [← hnorm r, map_smul, inner_smul_right, inner_smul_left,
      hT (φ r) (H (φ r)), Complex.conj_I]
    linear_combination I * hc - inner ℂ (φ r) (φ r) * Complex.I_sq
  have hconst := is_const_of_deriv_eq_zero
    (fun x => (hE x).differentiableAt) (fun x => (hE x).deriv) t 0
  have hn := hnorm t
  rw [inner_self_norm, inner_self_norm] at hn
  refine ⟨Complex.ofReal_injective hn, ?_⟩
  have hre := congrArg Complex.re hconst
  simp only [inner_self_norm, ← Complex.ofReal_mul, Complex.sub_re,
    Complex.ofReal_re, zero_mul, sub_zero] at hre
  unfold energy
  linarith
```

Lean's inner product is conjugate-linear in its first argument, which gives the $-i$ in the norm calculation. For the energy, the proof subtracts the expected linear growth from $\langle\varphi,H\varphi\rangle$ and shows that the difference has zero derivative, hence is constant.

```lean
/-- Pauli's objection: if `H` is bounded below and `T` is symmetric with `H T - T H = -i`, every
curve `φ` with `IsClockFlow H T φ` has `φ 0 = 0`. -/
theorem pauli_objection {H T : E →ₗ[ℂ] E} {c : ℝ} (hH : BoundedBelow H c)
    (hT : T.IsSymmetric) (hHT : ∀ ψ, H (T ψ) - T (H ψ) = (-I) • ψ)
    {φ : ℝ → E} (hφ : IsClockFlow H T φ) : φ 0 = 0 := by
  by_contra h0
  have hN : 0 < ‖φ 0‖ ^ 2 := pow_pos (norm_pos_iff.2 h0) 2
  -- follow the flow backwards until the energy is below the bound
  let t := (c * ‖φ 0‖ ^ 2 - energy H (φ 0)) / ‖φ 0‖ ^ 2 - 1
  have ht : t * ‖φ 0‖ ^ 2 = c * ‖φ 0‖ ^ 2 - energy H (φ 0) - ‖φ 0‖ ^ 2 := by
    rw [sub_mul, div_mul_cancel₀ _ hN.ne', one_mul]
  have hb := hH (φ t)
  rw [(clockFlow_energy hT hHT hφ t).1, (clockFlow_energy hT hHT hφ t).2] at hb
  linarith
```

The chosen `t` puts the energy exactly $\|\varphi(0)\|^2$ below the bound. In quantum mechanics this bars a time observable from translating the energy of a system with a ground state, provided its flow remains in the common domain for all parameters and $H\varphi$ is differentiable along it with derivative $H\varphi'$. A symmetric $T$ obeying the commutation relation is not itself excluded, since that relation does not supply such a flow.

## Ladders with and without a bottom

```lean
/-- The operator with energy `ε i` on the basis state `b i`. -/
def levelOperator {ι : Type*} (b : Module.Basis ι ℂ E) (ε : ι → ℝ) : E →ₗ[ℂ] E :=
  b.constr ℂ fun i => (ε i : ℂ) • b i

/-- The isometry sending the orthonormal basis state `b i` to `b (f i)`. -/
def relabel {ι : Type*} (b : Module.Basis ι ℂ E) (hb : Orthonormal ℂ b)
    (f : ι → ι) (hf : Function.Injective f) : E →ₗᵢ[ℂ] E :=
  (b.constr ℂ (b ∘ f)).isometryOfOrthonormal hb (by
    have h : ⇑(b.constr ℂ (b ∘ f)) ∘ ⇑b = b ∘ f :=
      funext fun i => b.constr_basis ℂ (b ∘ f) i
    rw [h]
    exact hb.comp f hf)
```

A `Module.Basis` expresses each state as a finite superposition. An injective relabelling of orthonormal basis states therefore extends to an isometry.

```lean
/-- If relabelling lowers every level by `s`, it satisfies the shift relation. -/
theorem relabel_shifts {ι : Type*} (b : Module.Basis ι ℂ E) (hb : Orthonormal ℂ b)
    (ε : ι → ℝ) (f : ι → ι) (hf : Function.Injective f) (s : ℝ)
    (h : ∀ i, ε (f i) = ε i - s) :
    ShiftsEnergy (levelOperator b ε) (relabel b hb f hf) s := by
  have hL : ∀ i, levelOperator b ε (b i) = (ε i : ℂ) • b i :=
    fun i => b.constr_basis ℂ _ i
  have hU : ∀ i, relabel b hb f hf (b i) = b (f i) :=
    fun i => b.constr_basis ℂ (b ∘ f) i
  -- it suffices to compare both sides on basis states
  have key : levelOperator b ε ∘ₗ (relabel b hb f hf).toLinearMap =
      (relabel b hb f hf).toLinearMap ∘ₗ
        (levelOperator b ε - (s : ℂ) • LinearMap.id) := by
    refine b.ext fun i => ?_
    change levelOperator b ε (relabel b hb f hf (b i)) =
      relabel b hb f hf (levelOperator b ε (b i) - (s : ℂ) • b i)
    rw [hU, hL, hL, ← sub_smul, map_smul, hU, h i, Complex.ofReal_sub]
  exact fun ψ => LinearMap.congr_fun key ψ
```

Both sides are linear, so `b.ext` reduces the shift relation to basis states.

```lean
/-- For levels labelled by all integers, the isometry `b n ↦ b (n - 1)` lowers the
energy by one unit. -/
theorem lowering_witness (b : Module.Basis ℤ ℂ E) (hb : Orthonormal ℂ b) :
    ShiftsEnergy (levelOperator b fun n => (n : ℝ))
      (relabel b hb (fun n => n - 1) (sub_left_injective)) 1 :=
  relabel_shifts b hb _ _ _ 1 fun n => by push_cast; ring
```

With levels at all integers, lowering is possible: the lower bound matters in `no_energy_lowering`.

```lean
/-- For levels `0, 1, 2, …` the energy form is nonnegative, and the isometry
`b n ↦ b (n + 1)` raises the energy by one unit. -/
theorem raising_witness (b : Module.Basis ℕ ℂ E) (hb : Orthonormal ℂ b) :
    BoundedBelow (levelOperator b fun n => (n : ℝ)) 0 ∧
      ShiftsEnergy (levelOperator b fun n => (n : ℝ))
        (relabel b hb Nat.succ Nat.succ_injective) (-1) := by
  refine ⟨fun ψ => ?_, relabel_shifts b hb _ _ _ (-1) fun n => by push_cast; ring⟩
  -- expand the state in finitely many levels
  obtain ⟨s, a, rfl⟩ : ∃ (s : Finset ℕ) (a : ℕ → ℂ), ψ = ∑ n ∈ s, a n • b n := by
    have h := b.linearCombination_repr ψ
    rw [Finsupp.linearCombination_apply, Finsupp.sum] at h
    exact ⟨_, _, h.symm⟩
  have hL : ∀ n, levelOperator b (fun n => (n : ℝ)) (b n) = ((n : ℝ) : ℂ) • b n :=
    fun n => b.constr_basis ℂ _ n
  have hH : levelOperator b (fun n => (n : ℝ)) (∑ n ∈ s, a n • b n) =
      ∑ n ∈ s, (a n * ((n : ℝ) : ℂ)) • b n := by
    rw [map_sum]
    exact Finset.sum_congr rfl fun n _ => by rw [map_smul, hL, smul_smul]
  unfold energy
  rw [hH, hb.inner_sum, Complex.re_sum, zero_mul]
  refine Finset.sum_nonneg fun n _ => ?_
  rw [← mul_assoc, ← Complex.normSq_eq_conj_mul_self, ← Complex.ofReal_mul,
    Complex.ofReal_re]
  exact mul_nonneg (Complex.normSq_nonneg _) (Nat.cast_nonneg _)

end

end PauliTimeObjection
```

With levels $0,1,2,\dots$, the energy is $\sum_n n|a_n|^2\ge0$, yet an isometry raises it by one unit. Its range misses $b_0$, so it is not unitary, and `unitary_shift_eq_zero` does not apply. Both examples take the orthonormal basis as given.

```lean
#print axioms PauliTimeObjection.no_energy_lowering
#print axioms PauliTimeObjection.unitary_shift_eq_zero
#print axioms PauliTimeObjection.pauli_objection
```

```
'PauliTimeObjection.no_energy_lowering' depends on axioms: [propext, Classical.choice, Quot.sound]
'PauliTimeObjection.unitary_shift_eq_zero' depends on axioms: [propext, Classical.choice, Quot.sound]
'PauliTimeObjection.pauli_objection' depends on axioms: [propext, Classical.choice, Quot.sound]
```
